# For m ≥ 3 equally spaced bonds in the plane, the sum of squared bond stretches is isotropic in the strain exactly when m ≠ 4

The strain $e$ is modelled as a real $2\times2$ matrix, with symmetry added as a separate hypothesis, and a bond responds to it only through its first-order stretch. Every bond has unit length and the same stiffness, and all bonds follow the same homogeneous strain. Bond bending, prestress and large deformations are left out. The question is for which numbers of bonds $m$ the energy of such a star ignores the orientation of the strain.

```lean
import Mathlib

open Matrix
open scoped Real

namespace PlanarElasticIsotropy

noncomputable section
```

A bond at angle $\theta$ points along $n(\theta)=(\cos\theta,\sin\theta)$. Components are numbered as in Lean, with 0 for $x$ and 1 for $y$, so $e_{01}$ is `e 0 1`, the tensor shear strain.

```lean
/-- The unit vector in the plane at angle `θ`. -/
def bondDir (θ : ℝ) : Fin 2 → ℝ := ![Real.cos θ, Real.sin θ]
```

The stretch is the quadratic form $s(\theta)=\langle n(\theta),e\,n(\theta)\rangle$. In the code, `*ᵥ` applies the matrix to the vector and `⬝ᵥ` is the dot product.

```lean
/-- The stretch `⟨n, e n⟩` that the strain `e` produces in a bond of unit length
at angle `θ`. -/
def stretch (e : Matrix (Fin 2) (Fin 2) ℝ) (θ : ℝ) : ℝ :=
  bondDir θ ⬝ᵥ (e *ᵥ bondDir θ)
```

The energy is $E_m(e)=\sum_{j=0}^{m-1}s(\theta_j)^2$ with $\theta_j=2\pi j/m$. Counting from $j=1$ to $m$ gives the same bonds. The factor $\tfrac12$ and the spring constant are omitted, since a common prefactor has no effect on isotropy.

```lean
/-- The bond energy of a star of `m ≥ 1` equally spaced bonds: the sum of the squared
stretches over the angles `2πj/m`. -/
def bondEnergy (m : ℕ) (e : Matrix (Fin 2) (Fin 2) ℝ) : ℝ :=
  ∑ j ∈ Finset.range m, stretch e (2 * π * (j : ℝ) / (m : ℝ)) ^ 2
```

A rotation $R(\theta)$ is given by its angle, counterclockwise, and it turns the strain into $R e R^{T}$. Letting $\theta$ run over all real numbers covers every proper rotation of the plane.

```lean
/-- The matrix of the plane rotation by the angle `θ`. -/
def rotation (θ : ℝ) : Matrix (Fin 2) (Fin 2) ℝ :=
  !![Real.cos θ, -Real.sin θ; Real.sin θ, Real.cos θ]
```

## (a) Angular harmonics summed over the star

Let $m\ge1$, and let $k$ be a natural number that $m$ does not divide. Show that
$$\sum_{j=0}^{m-1}\cos(k\theta_j)=0,\qquad \sum_{j=0}^{m-1}\sin(k\theta_j)=0 .$$

**Solution.** Put $\zeta=\exp(2\pi i/m)$ and $z=\zeta^k$. Then $z^j=\exp(ik\theta_j)$, so the two sums are the real and imaginary parts of $\sum_j z^j$. The geometric sum satisfies
$$(1-z)\sum_{j=0}^{m-1}z^j=1-z^m=0,$$
because $z^m=(\zeta^m)^k=1$. Since $\zeta$ is a primitive $m$-th root of unity, $\zeta^k=1$ only if $m$ divides $k$. Hence $z\ne1$, and the sum vanishes.

```lean
/-- The angular harmonic of order `k` sums to zero over `m ≥ 1` equally spaced bonds
when `m` does not divide `k`. -/
theorem harmonic_sum {m k : ℕ} (hm : m ≠ 0) (hk : ¬ m ∣ k) :
    ∑ j ∈ Finset.range m, Real.cos ((k : ℝ) * (2 * π * (j : ℝ) / (m : ℝ))) = 0 ∧
    ∑ j ∈ Finset.range m, Real.sin ((k : ℝ) * (2 * π * (j : ℝ) / (m : ℝ))) = 0 := by
  have hζ := Complex.isPrimitiveRoot_exp m hm
  obtain ⟨ζ, hdef⟩ : ∃ z : ℂ, z = Complex.exp (2 * π * Complex.I / m) := ⟨_, rfl⟩
  rw [← hdef] at hζ
  have hne : ζ ^ k ≠ 1 := fun h => hk ((hζ.pow_eq_one_iff_dvd k).mp h)
  have h1 : (ζ ^ k) ^ m = 1 := by
    rw [← pow_mul, mul_comm, pow_mul, hζ.pow_eq_one, one_pow]
  -- the geometric sum of a root of unity other than 1 vanishes
  have h := mul_neg_geom_sum (ζ ^ k) m
  rw [h1, sub_self] at h
  have hsum := (mul_eq_zero.mp h).resolve_left (sub_ne_zero.mpr (Ne.symm hne))
  have hterm : ∀ j : ℕ, (ζ ^ k) ^ j =
      Complex.exp (((k : ℝ) * (2 * π * (j : ℝ) / (m : ℝ)) : ℝ) * Complex.I) := by
    intro j
    rw [hdef, ← Complex.exp_nat_mul, ← Complex.exp_nat_mul]
    congr 1
    push_cast
    ring
  rw [Finset.sum_congr rfl (fun j _ => hterm j)] at hsum
  -- real and imaginary parts are the cosine and sine sums
  constructor
  · have hre := congrArg Complex.re hsum
    rw [Complex.re_sum] at hre
    simpa only [Complex.exp_ofReal_mul_I_re, Complex.zero_re] using hre
  · have him := congrArg Complex.im hsum
    rw [Complex.im_sum] at him
    simpa only [Complex.exp_ofReal_mul_I_im, Complex.zero_im] using him
```

In the proof, `hne` records $z\neq1$ and `h1` records $z^m=1$. The library lemma `mul_neg_geom_sum` supplies the geometric sum, and `hterm` rewrites each power as an exponential of $ik\theta_j$. Taking `Complex.re` and `Complex.im` then gives the two claims.

## (b) Harmonics in one squared stretch

Let $e$ be symmetric, and write $p=(e_{00}+e_{11})/2$, $q=(e_{00}-e_{11})/2$ and $r=e_{01}$. Show that
$$s(\theta)^2=p^2+\frac{q^2+r^2}{2}+2pq\cos2\theta+2pr\sin2\theta+\frac{q^2-r^2}{2}\cos4\theta+qr\sin4\theta .$$

**Solution.** By symmetry,
$$s(\theta)=e_{00}\cos^2\theta+2e_{01}\sin\theta\cos\theta+e_{11}\sin^2\theta .$$
The double-angle formulas turn this into $s=p+q\cos2\theta+r\sin2\theta$. Squaring gives
$$s^2=p^2+2pq\cos2\theta+2pr\sin2\theta+q^2\cos^22\theta+r^2\sin^22\theta+2qr\sin2\theta\cos2\theta .$$
Now insert $\cos^22\theta=(1+\cos4\theta)/2$, $\sin^22\theta=(1-\cos4\theta)/2$ and $2\sin2\theta\cos2\theta=\sin4\theta$, and collect terms.

```lean
/-- For a symmetric strain, the squared stretch of a bond contains only the angular
harmonics of order 0, 2 and 4. -/
theorem stretch_sq {e : Matrix (Fin 2) (Fin 2) ℝ} (he : e.IsSymm) (θ : ℝ) :
    stretch e θ ^ 2 =
      (((e 0 0 + e 1 1) / 2) ^ 2 + (((e 0 0 - e 1 1) / 2) ^ 2 + e 0 1 ^ 2) / 2)
      + ((e 0 0 + e 1 1) * ((e 0 0 - e 1 1) / 2)) * Real.cos (2 * θ)
      + ((e 0 0 + e 1 1) * e 0 1) * Real.sin (2 * θ)
      + ((((e 0 0 - e 1 1) / 2) ^ 2 - e 0 1 ^ 2) / 2) * Real.cos (4 * θ)
      + ((e 0 0 - e 1 1) / 2 * e 0 1) * Real.sin (4 * θ) := by
  have he' : e 1 0 = e 0 1 := he.apply 0 1
  -- the stretch itself has harmonics 0 and 2
  have hs : stretch e θ = (e 0 0 + e 1 1) / 2
      + (e 0 0 - e 1 1) / 2 * Real.cos (2 * θ) + e 0 1 * Real.sin (2 * θ) := by
    simp only [stretch, bondDir, Matrix.mulVec, dotProduct, Fin.sum_univ_two,
      Matrix.cons_val_zero, Matrix.cons_val_one, he']
    rw [Real.cos_two_mul, Real.sin_two_mul]
    linear_combination e 1 1 * Real.sin_sq_add_cos_sq θ
  rw [hs, show 4 * θ = 2 * (2 * θ) by ring, Real.cos_two_mul (2 * θ),
    Real.sin_two_mul (2 * θ)]
  linear_combination e 0 1 ^ 2 * Real.sin_sq_add_cos_sq (2 * θ)
```

The intermediate formula for $s$ is `hs`. Each `linear_combination` closes an algebraic identity by using $\sin^2+\cos^2=1$, first at angle $\theta$ and then at $2\theta$.

## (c) The energy in terms of traces

Let $m\ge3$, $m\ne4$, and let $e$ be symmetric. Show that
$$E_m(e)=\frac m8\left((\operatorname{tr}e)^2+2\operatorname{tr}e^2\right).$$

**Solution.** An integer $m\ge3$ does not divide 2, and it divides 4 only if $m=4$. By (a), the harmonics of order 2 and 4 therefore cancel in the sum over bonds, and (b) leaves
$$E_m(e)=m\left(p^2+\frac{q^2+r^2}{2}\right).$$
On the other side, $\operatorname{tr}e=2p$ and $\operatorname{tr}e^2=e_{00}^2+e_{11}^2+2e_{01}^2=2p^2+2q^2+2r^2$. Hence $(\operatorname{tr}e)^2+2\operatorname{tr}e^2=8p^2+4q^2+4r^2$, and multiplying by $m/8$ gives the same expression.

```lean
/-- For `m ≥ 3` bonds with `m ≠ 4`, the bond energy of a symmetric strain is
`(m/8) ((tr e)² + 2 tr e²)`. -/
theorem bondEnergy_eq_trace {m : ℕ} (hm : 3 ≤ m) (hm4 : m ≠ 4)
    {e : Matrix (Fin 2) (Fin 2) ℝ} (he : e.IsSymm) :
    bondEnergy m e = (m : ℝ) / 8 * (e.trace ^ 2 + 2 * (e * e).trace) := by
  have d2 : ¬ m ∣ 2 := fun h => by
    have := Nat.le_of_dvd (by norm_num) h
    omega
  have d4 : ¬ m ∣ 4 := fun h => by
    have := Nat.le_of_dvd (by norm_num) h
    have h3 : m = 3 := by omega
    subst h3
    omega
  have h2 := harmonic_sum (by omega) d2
  have h4 := harmonic_sum (by omega) d4
  simp only [Nat.cast_ofNat] at h2 h4
  -- only the isotropic harmonic survives the sum over bonds
  have key : ∀ A B C D F : ℝ, ∑ j ∈ Finset.range m,
      (A + B * Real.cos (2 * (2 * π * (j : ℝ) / (m : ℝ)))
        + C * Real.sin (2 * (2 * π * (j : ℝ) / (m : ℝ)))
        + D * Real.cos (4 * (2 * π * (j : ℝ) / (m : ℝ)))
        + F * Real.sin (4 * (2 * π * (j : ℝ) / (m : ℝ)))) = m * A := by
    intro A B C D F
    simp only [Finset.sum_add_distrib, ← Finset.mul_sum, h2.1, h2.2, h4.1, h4.2,
      Finset.sum_const, Finset.card_range, nsmul_eq_mul]
    ring
  have he' : e 1 0 = e 0 1 := he.apply 0 1
  unfold bondEnergy
  rw [Finset.sum_congr rfl (fun j _ => stretch_sq he _), key]
  simp only [Matrix.trace_fin_two, Matrix.mul_apply, Fin.sum_univ_two, he']
  ring
```

The divisibility facts are `d2` and `d4`. The statement `key` sums a general combination of the five terms from (b) and finds that only the constant survives, $m$ times over. The last lines expand the traces in components. Symmetry matters for this formula: an antisymmetric part of $e$ stretches no bond, yet it changes $\operatorname{tr}e^2$.

The smallest case is the three-bond star, where a uniaxial strain $e=\operatorname{diag}(1,0)$ gives $1+\tfrac1{16}+\tfrac1{16}=\tfrac98$. The strain $\operatorname{diag}(0,1)$ gives $0+\tfrac9{16}+\tfrac9{16}=\tfrac98$ as well.

In a static calculation, without thermal motion, on a triangular lattice with identical nearest-neighbour springs at their rest length, the case $m=6$ gives the elastic constants for small homogeneous strain. Let the spring constant be $\kappa$ and the lattice spacing $a$. Each bond is shared by two sites, so the energy per site is $\tfrac14\kappa a^2E_6(e)$. Dividing by the area per site, $\tfrac{\sqrt3}{2}a^2$, gives the energy density
$$\frac{\sqrt3\,\kappa}{8}\left((\operatorname{tr}e)^2+2\operatorname{tr}e^2\right).$$
Comparison with the isotropic form $\tfrac\lambda2(\operatorname{tr}e)^2+\mu\operatorname{tr}e^2$ yields the Lamé constants $\lambda=\mu=\sqrt3\,\kappa/4$. This conversion from star to lattice is ordinary algebra added to the theorem. In a lattice with several atoms per cell, internal displacements can lower the energy further, and $E_m$ does not include them.

## (d) Four bonds at right angles

Show that for every real $2\times2$ matrix $e$, symmetric or not,
$$E_4(e)=2\left(e_{00}^2+e_{11}^2\right).$$

**Solution.** The bonds lie at $0$, $\pi/2$, $\pi$ and $3\pi/2$, along the positive and negative axes. Reversing a bond leaves its stretch unchanged, so the four stretches are $e_{00},e_{11},e_{00},e_{11}$. Their squares add up to the stated energy.

```lean
/-- For four bonds at right angles the bond energy is `2 (e_xx² + e_yy²)`. -/
theorem bondEnergy_four (e : Matrix (Fin 2) (Fin 2) ℝ) :
    bondEnergy 4 e = 2 * (e 0 0 ^ 2 + e 1 1 ^ 2) := by
  have h0 : 2 * π * ((0 : ℕ) : ℝ) / ((4 : ℕ) : ℝ) = 0 := by simp
  have h1 : 2 * π * ((1 : ℕ) : ℝ) / ((4 : ℕ) : ℝ) = π / 2 := by push_cast; ring
  have h2 : 2 * π * ((2 : ℕ) : ℝ) / ((4 : ℕ) : ℝ) = π := by push_cast; ring
  have h3 : 2 * π * ((3 : ℕ) : ℝ) / ((4 : ℕ) : ℝ) = π + π / 2 := by push_cast; ring
  simp only [bondEnergy, Finset.sum_range_succ, Finset.sum_range_zero]
  rw [h0, h1, h2, h3]
  simp [stretch, bondDir, Real.cos_add, Real.sin_add, Matrix.mulVec, dotProduct,
    Fin.sum_univ_two]
  ring
```

The facts `h0` to `h3` evaluate the four angles. The simplifier then inserts the sines and cosines, and `ring` adds the squares.

## (e) A pure shear turned against the square star

Show that
$$E_4\!\left(R(\theta)\begin{pmatrix}1&0\\0&-1\end{pmatrix}R(\theta)^T\right)=4\cos^22\theta .$$

**Solution.** Multiplying out gives
$$R(\theta)\begin{pmatrix}1&0\\0&-1\end{pmatrix}R(\theta)^T=\begin{pmatrix}\cos2\theta&\sin2\theta\\ \sin2\theta&-\cos2\theta\end{pmatrix}.$$
By (d), only the diagonal entries contribute, so the energy is $2(\cos^22\theta+\cos^22\theta)=4\cos^22\theta$.

```lean
/-- With four bonds at right angles, the pure shear `diag(1, -1)` turned by the angle `θ`
has the bond energy `4 cos² 2θ`. -/
theorem bondEnergy_four_shear (θ : ℝ) :
    bondEnergy 4 (rotation θ * !![1, 0; 0, -1] * (rotation θ)ᵀ)
      = 4 * Real.cos (2 * θ) ^ 2 := by
  have hrot : rotation θ * !![1, 0; 0, -1] * (rotation θ)ᵀ =
      !![Real.cos θ ^ 2 - Real.sin θ ^ 2, 2 * Real.sin θ * Real.cos θ;
         2 * Real.sin θ * Real.cos θ, Real.sin θ ^ 2 - Real.cos θ ^ 2] := by
    ext i j
    fin_cases i <;> fin_cases j <;>
      simp [rotation, Matrix.mul_apply, Fin.sum_univ_two] <;> ring
  rw [hrot, bondEnergy_four, Real.cos_two_mul']
  change 2 * ((Real.cos θ ^ 2 - Real.sin θ ^ 2) ^ 2
    + (Real.sin θ ^ 2 - Real.cos θ ^ 2) ^ 2) = _
  ring
```

The matrix product is `hrot`, checked entry by entry, with the double angles still written as $\cos^2\theta-\sin^2\theta$ and $2\sin\theta\cos\theta$. After that, `bondEnergy_four` supplies the energy.

In a calculation on a square lattice with only nearest-neighbour springs at rest length, shearing the cell by a small $e_{01}$ therefore costs no energy at second order in the strain. Stretching it along one bond direction and compressing it equally along the other does cost energy.

## (f) Which stars are isotropic

Let $m\ge3$. Show that
$$E_m\!\left(R(\theta)\,e\,R(\theta)^T\right)=E_m(e)\quad\text{for all symmetric }e\text{ and all real }\theta$$
if and only if $m\ne4$.

**Solution.** Suppose first that the invariance holds and $m=4$. Take $e=\operatorname{diag}(1,-1)$ and $\theta=\pi/4$. By (d) the unrotated strain has energy 4, while by (e) the rotated one has energy $4\cos^2(\pi/2)=0$. This is a contradiction, so $m\ne4$.

Conversely, let $m\ne4$, and write $R$ for $R(\theta)$ and $e'=ReR^T$. Then $e'$ is symmetric, because $(ReR^T)^T=Re^TR^T=ReR^T$, so (c) applies to both $e$ and $e'$. Since $R^TR=1$,
$$\operatorname{tr}e'=\operatorname{tr}(R^TRe)=\operatorname{tr}e,\qquad e'^2=Re\,(R^TR)\,eR^T=Re^2R^T .$$
The same trace argument applied to $e^2$ gives $\operatorname{tr}e'^2=\operatorname{tr}e^2$. Both traces in (c) are unchanged, and so is the energy.

```lean
/-- For `m ≥ 3` equally spaced bonds, the bond energy of every symmetric strain is
unchanged by every plane rotation of the strain if and only if `m` is not 4. -/
theorem isotropic_iff {m : ℕ} (hm : 3 ≤ m) :
    (∀ e : Matrix (Fin 2) (Fin 2) ℝ, e.IsSymm → ∀ θ : ℝ,
      bondEnergy m (rotation θ * e * (rotation θ)ᵀ) = bondEnergy m e) ↔ m ≠ 4 := by
  constructor
  · -- a pure shear turned by 45 degrees costs no energy on the square star
    rintro h rfl
    have hs : (!![1, 0; 0, -1] : Matrix (Fin 2) (Fin 2) ℝ).IsSymm :=
      Matrix.IsSymm.ext (fun i j => by fin_cases i <;> fin_cases j <;> simp)
    have h1 := bondEnergy_four_shear (π / 4)
    rw [h _ hs (π / 4), bondEnergy_four, show 2 * (π / 4) = π / 2 by ring,
      Real.cos_pi_div_two] at h1
    norm_num at h1
  · intro hm4 e he θ
    have hR : (rotation θ)ᵀ * rotation θ = 1 := by
      ext i j
      fin_cases i <;> fin_cases j <;>
        simp [rotation, Matrix.mul_apply, Fin.sum_univ_two] <;>
        nlinarith [Real.sin_sq_add_cos_sq θ]
    have hsymm : (rotation θ * e * (rotation θ)ᵀ).IsSymm := by
      unfold Matrix.IsSymm
      rw [Matrix.transpose_mul, Matrix.transpose_mul, Matrix.transpose_transpose,
        he.eq, Matrix.mul_assoc]
    -- traces do not see an orthogonal change of axes
    have htr : ∀ A : Matrix (Fin 2) (Fin 2) ℝ,
        (rotation θ * A * (rotation θ)ᵀ).trace = A.trace := by
      intro A
      rw [Matrix.trace_mul_cycle, hR, Matrix.one_mul]
    have hsq : rotation θ * e * (rotation θ)ᵀ * (rotation θ * e * (rotation θ)ᵀ)
        = rotation θ * (e * e) * (rotation θ)ᵀ := by
      calc _ = rotation θ * e * ((rotation θ)ᵀ * rotation θ) * e * (rotation θ)ᵀ := by
            noncomm_ring
        _ = _ := by rw [hR]; noncomm_ring
    rw [bondEnergy_eq_trace hm hm4 hsymm, bondEnergy_eq_trace hm hm4 he, hsq, htr, htr]

end

end PlanarElasticIsotropy
```

```lean
#print axioms PlanarElasticIsotropy.isotropic_iff
-- 'PlanarElasticIsotropy.isotropic_iff' depends on axioms: [propext, Classical.choice, Quot.sound]
```

The theorem `isotropic_iff` places the quantifiers over `e` and `θ` inside the left side of the equivalence, so a single strain and a single angle suffice to refute isotropy. The first half of the proof does this, with `rintro h rfl` setting $m=4$. In the second half, `hR` is $R^TR=1$, `hsymm` is the symmetry of $e'$, `htr` is the invariance of the trace and `hsq` is the formula for $e'^2$. The final rewriting applies (c) to both sides.

Below three bonds the equivalence fails: for $m=1$ and $m=2$ all bonds lie along the $x$ axis, and $E_m(e)=m\,e_{00}^2$ depends on the orientation of the strain although $m\ne4$.
